# Logarithmic divergence of Onsager's elliptic integral at the critical Ising coupling

An Ising ferromagnet on the infinite square lattice, in zero field and with equal bonds J > 0, has a specific heat that diverges at one temperature. In Onsager's solution the divergence comes from a complete elliptic integral of the first kind, multiplied by a factor that stays finite and nonzero there. How fast does this integral grow?

Onsager's formula for the specific heat is taken as known and is not derived; the theorems concern the integral in it. Each pair of neighbouring spins s, s′ = ±1 has energy −J s s′, counted once. The coupling is K = J/(k_B T), with T the temperature and k_B Boltzmann's constant.

```lean
import Mathlib

open Real Filter Topology

namespace OnsagerLogSingularity

noncomputable section
```

For real d and t, let R(t) = √(cos²t + d² sin²t), and let I(d) be the integral of 1/R over [0, π/2]. Textbooks usually write k′ for d.

```lean
/-- The square root `√(cos² t + d² sin² t)` in the denominator of the elliptic integral. -/
def gapRoot (d t : ℝ) : ℝ := √(cos t ^ 2 + d ^ 2 * sin t ^ 2)

/-- The complete elliptic integral as a function of the complementary modulus `d ≠ 0`. -/
def gapIntegral (d : ℝ) : ℝ := ∫ t in (0 : ℝ)..(π / 2), 1 / gapRoot d t
```

`ellipticK` takes the modulus k, not the parameter k². Its name is unrelated to the coupling K.

```lean
/-- The complete elliptic integral of the first kind, for a modulus with `|k| < 1`. -/
def ellipticK (k : ℝ) : ℝ := ∫ t in (0 : ℝ)..(π / 2), 1 / √(1 - k ^ 2 * sin t ^ 2)
```

Onsager's modulus k(K) has a complementary modulus q(K), which here carries a sign. The critical coupling Kc enters as an explicit number.

```lean
/-- Onsager's modulus for the isotropic square-lattice Ising model at reduced coupling `K`. -/
def isingModulus (K : ℝ) : ℝ := 2 * sinh (2 * K) / cosh (2 * K) ^ 2

/-- The signed complementary modulus at reduced coupling `K`. -/
def isingComplement (K : ℝ) : ℝ := (sinh (2 * K) ^ 2 - 1) / cosh (2 * K) ^ 2

/-- The critical reduced coupling of the isotropic square-lattice Ising model. -/
def criticalCoupling : ℝ := log (1 + √2) / 2
```

The last definition is an auxiliary function S(t), used from part (c) on.

```lean
/-- The derivative of the primitive `-log (cos t + √(cos² t + d² sin² t))`,
for `d ≠ 0` and `cos t ≥ 0`. -/
def primitiveSlope (d t : ℝ) : ℝ :=
  sin t * (gapRoot d t + (1 - d ^ 2) * cos t) / (gapRoot d t * (cos t + gapRoot d t))
```

(a) Show that for d > 0 and every real t

cos²t + d² sin²t > 0.

If sin t = 0, then cos²t = 1. Otherwise d² sin²t > 0.

```lean
lemma radicand_pos {d : ℝ} (hd : 0 < d) (t : ℝ) : 0 < cos t ^ 2 + d ^ 2 * sin t ^ 2 := by
  rcases eq_or_ne (sin t) 0 with h | h
  · have := sin_sq_add_cos_sq t
    rw [h] at this ⊢
    nlinarith
  · positivity
```

(b) Deduce, for d > 0, that

R(t) > 0.

The square root of a positive number is positive.

```lean
lemma gapRoot_pos {d : ℝ} (hd : 0 < d) (t : ℝ) : 0 < gapRoot d t :=
  Real.sqrt_pos.2 (radicand_pos hd t)
```

(c) For d > 0 and cos t ≥ 0, show that

d/dt [−log(cos t + R)] = S(t).

The radicand has derivative −2(1 − d²) sin t cos t, so R′ = −(1 − d²) sin t cos t / R. Hence

(sin t − R′)/(cos t + R) = sin t (R + (1 − d²) cos t) / (R (cos t + R)) = S(t).

In Lean, `hq` and `hr` are the two derivatives, and `field_simp` and `ring` do the last line.

```lean
/-- For `d > 0` and `cos t ≥ 0`, the function `-log (cos t + √(cos² t + d² sin² t))` has
derivative `primitiveSlope d t`. -/
theorem hasDerivAt_primitive {d t : ℝ} (hd : 0 < d) (hc : 0 ≤ cos t) :
    HasDerivAt (fun x => -log (cos x + gapRoot d x)) (primitiveSlope d t) t := by
  have hR := gapRoot_pos hd t
  have hR0 : gapRoot d t ≠ 0 := hR.ne'
  have hne : cos t + gapRoot d t ≠ 0 := by positivity
  have hq : HasDerivAt (fun x => cos x ^ 2 + d ^ 2 * sin x ^ 2)
      (-2 * (1 - d ^ 2) * sin t * cos t) t := by
    have h := ((hasDerivAt_cos t).fun_pow 2).fun_add
      (((hasDerivAt_sin t).fun_pow 2).const_mul (d ^ 2))
    exact h.congr_deriv (by simp only [Nat.cast_ofNat, Nat.reduceSub, pow_one]; ring)
  have hr : HasDerivAt (fun x => gapRoot d x)
      (-2 * (1 - d ^ 2) * sin t * cos t / (2 * gapRoot d t)) t :=
    hq.sqrt (radicand_pos hd t).ne'
  refine (((hasDerivAt_cos t).fun_add hr).log hne).fun_neg.congr_deriv ?_
  unfold primitiveSlope
  field_simp
  ring
```

(d) For 0 < d ≤ 1 and cos t, sin t ≥ 0, show that

S(t) ≤ 1/R(t) ≤ S(t) + 2.

Write c = cos t, s = sin t and multiply by R(c + R) > 0. The left inequality becomes s(R + (1 − d²)c) ≤ c + R, true because s ≤ 1 and 0 ≤ 1 − d² ≤ 1. For the right one,

c + R − s(R + (1 − d²)c) = (1 − s)(c + R) + d²sc.

Here 1 − s ≤ 1 − s² = c² ≤ c ≤ R and d²s ≤ ds ≤ R, so the sum is at most R(c + R) + Rc ≤ 2R(c + R). These steps are `h1`, `h2` and `key`.

```lean
/-- On the quarter period and for `0 < d ≤ 1`, the elliptic integrand exceeds the derivative
of the primitive by an amount between 0 and 2. -/
theorem integrand_bounds {d t : ℝ} (hd : 0 < d) (hd1 : d ≤ 1) (hc : 0 ≤ cos t)
    (hs : 0 ≤ sin t) :
    primitiveSlope d t ≤ 1 / gapRoot d t ∧ 1 / gapRoot d t ≤ primitiveSlope d t + 2 := by
  have hR := gapRoot_pos hd t
  have hR2 : gapRoot d t ^ 2 = cos t ^ 2 + d ^ 2 * sin t ^ 2 :=
    Real.sq_sqrt (radicand_pos hd t).le
  have hcs := sin_sq_add_cos_sq t
  have hs1 := sin_le_one t
  have hc1 := cos_le_one t
  unfold primitiveSlope
  generalize gapRoot d t = R at *
  generalize cos t = c at *
  generalize sin t = s at *
  have hP : 0 < R * (c + R) := by positivity
  have hcR : c ≤ R := by nlinarith [sq_nonneg (d * s)]
  have hds : d * s ≤ R := by nlinarith [sq_nonneg c, mul_nonneg hd.le hs]
  constructor
  · have h : s * (R + (1 - d ^ 2) * c) ≤ c + R := by
      nlinarith [mul_nonneg (sub_nonneg.2 hs1) (add_nonneg hc hR.le),
        mul_nonneg (mul_nonneg hs hc) (sq_nonneg d)]
    rw [div_le_div_iff₀ hP hR]
    nlinarith [mul_le_mul_of_nonneg_left h hR.le]
  · have h1 : 1 - s ≤ R := by
      nlinarith [mul_nonneg hs (sub_nonneg.2 hs1), mul_nonneg hc (sub_nonneg.2 hc1)]
    have h2 : d ^ 2 * s ≤ R := by
      nlinarith [mul_nonneg (mul_nonneg hd.le hs) (sub_nonneg.2 hd1)]
    have key : c + R ≤ s * (R + (1 - d ^ 2) * c) + 2 * (R * (c + R)) := by
      nlinarith [mul_le_mul_of_nonneg_right h1 (add_nonneg hc hR.le),
        mul_le_mul_of_nonneg_right h2 hc, mul_pos hR hR, mul_nonneg hR.le hc]
    rw [div_add' _ _ _ hP.ne', div_le_div_iff₀ hR hP]
    nlinarith [mul_le_mul_of_nonneg_left key hR.le]
```

(e) For 0 < d ≤ 1, show that

log(1/d) + log 2 ≤ I(d) ≤ log(1/d) + log 2 + π.

Since R(0) = 1 and R(π/2) = d, the primitive in (c) grows by −log d + log 2, which is the integral of S (`hF`). All integrands are continuous, so (d) can be integrated; the constant 2 contributes π.

Some restriction excluding large d is needed: at d = 50 the upper bound is π − log 25 < 0, while I(50) > 0.

```lean
/-- For `0 < d ≤ 1` the elliptic integral equals `log (1/d) + log 2` up to an excess
between 0 and `π`. -/
theorem gapIntegral_bounds {d : ℝ} (hd : 0 < d) (hd1 : d ≤ 1) :
    log (1 / d) + log 2 ≤ gapIntegral d ∧ gapIntegral d ≤ log (1 / d) + log 2 + π := by
  have hpi : (0 : ℝ) ≤ π / 2 := by positivity
  have hcos : ∀ t ∈ Set.Icc (0 : ℝ) (π / 2), 0 ≤ cos t := fun t ht =>
    cos_nonneg_of_mem_Icc ⟨by linarith [ht.1], ht.2⟩
  have hsin : ∀ t ∈ Set.Icc (0 : ℝ) (π / 2), 0 ≤ sin t := fun t ht =>
    sin_nonneg_of_nonneg_of_le_pi ht.1 (by linarith [ht.2])
  have hrc : Continuous fun t => gapRoot d t := by
    unfold gapRoot
    fun_prop
  have hrI : IntervalIntegrable (fun t => 1 / gapRoot d t) MeasureTheory.volume 0 (π / 2) :=
    (continuous_const.div hrc fun t => (gapRoot_pos hd t).ne').intervalIntegrable _ _
  have hgI : IntervalIntegrable (fun t => primitiveSlope d t)
      MeasureTheory.volume 0 (π / 2) := by
    apply ContinuousOn.intervalIntegrable
    rw [Set.uIcc_of_le hpi]
    exact (continuous_sin.mul
      (hrc.add (continuous_const.mul continuous_cos))).continuousOn.div
      (hrc.mul (continuous_cos.add hrc)).continuousOn fun t ht =>
        (mul_pos (gapRoot_pos hd t) (add_pos_of_nonneg_of_pos (hcos t ht)
          (gapRoot_pos hd t))).ne'
  -- the primitive grows by exactly log (2/d) over the quarter period
  have hF : ∫ t in (0 : ℝ)..(π / 2), primitiveSlope d t = log (1 / d) + log 2 := by
    have r0 : gapRoot d 0 = 1 := by simp [gapRoot]
    have r1 : gapRoot d (π / 2) = d := by simp [gapRoot, Real.sqrt_sq hd.le]
    rw [intervalIntegral.integral_eq_sub_of_hasDerivAt (fun t ht =>
      hasDerivAt_primitive hd (hcos t (by rwa [Set.uIcc_of_le hpi] at ht))) hgI,
      r0, r1, cos_pi_div_two, cos_zero, one_div, Real.log_inv, zero_add, one_add_one_eq_two]
    ring
  have hcI : IntervalIntegrable (fun _ : ℝ => (2 : ℝ)) MeasureTheory.volume 0 (π / 2) :=
    continuous_const.intervalIntegrable _ _
  constructor
  · rw [← hF]
    exact intervalIntegral.integral_mono_on hpi hgI hrI fun t ht =>
      (integrand_bounds hd hd1 (hcos t ht) (hsin t ht)).1
  · have h := intervalIntegral.integral_mono_on hpi hrI (hgI.add hcI) fun t ht =>
      (integrand_bounds hd hd1 (hcos t ht) (hsin t ht)).2
    have h2 := intervalIntegral.integral_add hgI hcI
    rw [hF, intervalIntegral.integral_const, smul_eq_mul] at h2
    calc gapIntegral d ≤ ∫ t in (0 : ℝ)..(π / 2), (primitiveSlope d t + 2) := h
      _ = log (1 / d) + log 2 + π := by rw [h2]; ring
```

(f) Show that, as d decreases to 0,

log(1/d) → ∞.

1/d grows without bound, and so does its logarithm.

```lean
lemma log_one_div_atTop : Tendsto (fun d : ℝ => log (1 / d)) (𝓝[>] 0) atTop := by
  simp only [one_div]
  exact Real.tendsto_log_atTop.comp tendsto_inv_nhdsGT_zero
```

(g) Show that, as d decreases to 0,

I(d)/log(1/d) → 1.

For 0 < d < 1, divide (e) by log(1/d) > 0:

1 ≤ I(d)/log(1/d) ≤ 1 + (log 2 + π)/log(1/d).

By (f) the right side tends to 1, and the ratio is squeezed.

```lean
/-- The complete elliptic integral divided by `log (1/d)` tends to 1 as the complementary
modulus `d` decreases to 0. -/
theorem gapIntegral_div_log_tendsto :
    Tendsto (fun d => gapIntegral d / log (1 / d)) (𝓝[>] 0) (𝓝 1) := by
  have hup : Tendsto (fun d : ℝ => 1 + (log 2 + π) / log (1 / d)) (𝓝[>] 0) (𝓝 1) := by
    have h := ((tendsto_const_nhds (x := log 2 + π)).div_atTop log_one_div_atTop).const_add 1
    rwa [add_zero] at h
  have hL : ∀ d ∈ Set.Ioo (0 : ℝ) 1, 0 < log (1 / d) := fun d hd =>
    Real.log_pos (by rw [lt_div_iff₀ hd.1]; linarith [hd.2])
  refine tendsto_of_tendsto_of_tendsto_of_le_of_le' tendsto_const_nhds hup ?_ ?_
  · filter_upwards [Ioo_mem_nhdsGT one_pos] with d hd
    rw [le_div_iff₀ (hL d hd)]
    linarith [(gapIntegral_bounds hd.1 hd.2.le).1, Real.log_pos one_lt_two]
  · filter_upwards [Ioo_mem_nhdsGT one_pos] with d hd
    rw [div_le_iff₀ (hL d hd), add_mul, div_mul_cancel₀ _ (hL d hd).ne']
    linarith [(gapIntegral_bounds hd.1 hd.2.le).2]
```

(h) Show that for every real K

ellipticK(k(K)) = I(|q(K)|).

With a = sinh²2K and cosh²2K = 1 + a,

k² + q² = (4a + (a − 1)²)/(1 + a)² = 1.

So 1 − k² sin²t = cos²t + q² sin²t, and the integrands agree. Where q = 0 both integrals diverge, and the equality only compares Lean's default value 0.

```lean
/-- The elliptic integral at Onsager's modulus is the integral `gapIntegral` at the absolute
value of the complementary modulus. -/
theorem ellipticK_isingModulus (K : ℝ) :
    ellipticK (isingModulus K) = gapIntegral |isingComplement K| := by
  have h : isingModulus K ^ 2 + isingComplement K ^ 2 = 1 := by
    unfold isingModulus isingComplement
    rw [Real.cosh_sq]
    have : sinh (2 * K) ^ 2 + 1 ≠ 0 := by positivity
    field_simp
    ring
  unfold ellipticK gapIntegral
  apply intervalIntegral.integral_congr
  intro t _
  have e : 1 - isingModulus K ^ 2 * sin t ^ 2
      = cos t ^ 2 + isingComplement K ^ 2 * sin t ^ 2 := by
    linear_combination -(sin_sq_add_cos_sq t) - sin t ^ 2 * h
  simp only [gapRoot, sq_abs, e]
```

(i) Show that

sinh 2Kc = 1.

From e^(2Kc) = 1 + √2 and e^(−2Kc) = √2 − 1, half the difference is 1. Lean uses arsinh 1 = log(1 + √2).

```lean
lemma sinh_critical : sinh (2 * criticalCoupling) = 1 := by
  have h : arsinh 1 = log (1 + √2) := by
    rw [arsinh]
    norm_num
  rw [show 2 * criticalCoupling = arsinh 1 by rw [h, criticalCoupling]; ring, sinh_arsinh]
```

(j) Show that

q′(Kc) = 4/cosh 2Kc.

By (i) the numerator of q vanishes at Kc, so the quotient rule leaves 4 sinh 2Kc cosh 2Kc / cosh²2Kc = 4/cosh 2Kc.

```lean
/-- At the critical coupling `Kc` the signed complementary modulus has slope `4 / cosh (2 Kc)`. -/
theorem hasDerivAt_isingComplement :
    HasDerivAt isingComplement (4 / cosh (2 * criticalCoupling)) criticalCoupling := by
  have hC := (cosh_pos (2 * criticalCoupling)).ne'
  have hlin : HasDerivAt (fun K : ℝ => 2 * K) 2 criticalCoupling :=
    ((hasDerivAt_id' criticalCoupling).const_mul (2 : ℝ)).congr_deriv (by ring)
  have h := ((hlin.sinh.fun_pow 2).sub_const 1).fun_div (hlin.cosh.fun_pow 2)
    (pow_ne_zero 2 hC)
  refine h.congr_deriv ?_
  rw [sinh_critical, div_eq_div_iff (pow_ne_zero 2 (pow_ne_zero 2 hC)) hC]
  simp only [one_pow, sub_self, zero_mul, sub_zero, Nat.cast_ofNat]
  ring
```

(k) Show that, as K → Kc from either side with K ≠ Kc,

ellipticK(k(K)) / log(1/|K − Kc|) → 1.

By (j), q(K)/(K − Kc) has a finite nonzero limit. Near Kc, therefore, q ≠ 0, |q| → 0, and

log(1/|q|) = log(1/|K − Kc|) − log|q/(K − Kc)|,

where the last term stays bounded. So the ratio of the two large logarithms tends to 1 (`hR`). Multiply it by I(|q|)/log(1/|q|) → 1, from (g) (`hI`), and use (h).

```lean
/-- The elliptic integral at Onsager's modulus, divided by `log (1/|K - Kc|)`, tends to 1 as
the coupling `K` approaches its critical value `Kc` from either side. -/
theorem ellipticK_ising_log_singularity :
    Tendsto (fun K => ellipticK (isingModulus K) / log (1 / |K - criticalCoupling|))
      (𝓝[≠] criticalCoupling) (𝓝 1) := by
  have hf0 : isingComplement criticalCoupling = 0 := by simp [isingComplement, sinh_critical]
  have hc : 4 / cosh (2 * criticalCoupling) ≠ 0 :=
    div_ne_zero four_ne_zero (cosh_pos _).ne'
  have hs : Tendsto (fun K => isingComplement K / (K - criticalCoupling))
      (𝓝[≠] criticalCoupling) (𝓝 (4 / cosh (2 * criticalCoupling))) := by
    refine (hasDerivAt_iff_tendsto_slope.1 hasDerivAt_isingComplement).congr fun K => ?_
    rw [slope_def_field, hf0, sub_zero]
  have hne : ∀ᶠ K in 𝓝[≠] criticalCoupling, isingComplement K ≠ 0 :=
    (hs.eventually_ne hc).mono fun K h h0 => h (by rw [h0, zero_div])
  have hx : Tendsto (fun K => |K - criticalCoupling|) (𝓝[≠] criticalCoupling) (𝓝[>] 0) := by
    have h : Continuous fun K : ℝ => |K - criticalCoupling| := by fun_prop
    have h0 := h.tendsto criticalCoupling
    rw [sub_self, abs_zero] at h0
    refine tendsto_nhdsWithin_iff.2 ⟨h0.mono_left nhdsWithin_le_nhds, ?_⟩
    filter_upwards [self_mem_nhdsWithin] with K hK
    exact abs_pos.2 (sub_ne_zero.2 hK)
  have hd : Tendsto (fun K => |isingComplement K|) (𝓝[≠] criticalCoupling) (𝓝[>] 0) := by
    have h0 := hasDerivAt_isingComplement.continuousAt.tendsto.abs
    rw [hf0, abs_zero] at h0
    exact tendsto_nhdsWithin_iff.2 ⟨h0.mono_left nhdsWithin_le_nhds,
      hne.mono fun K hK => abs_pos.2 hK⟩
  have hL : Tendsto (fun K => log (1 / |K - criticalCoupling|))
      (𝓝[≠] criticalCoupling) atTop := log_one_div_atTop.comp hx
  have hD : Tendsto (fun K => log (1 / |isingComplement K|))
      (𝓝[≠] criticalCoupling) atTop := log_one_div_atTop.comp hd
  have hI : Tendsto (fun K => gapIntegral |isingComplement K| / log (1 / |isingComplement K|))
      (𝓝[≠] criticalCoupling) (𝓝 1) := gapIntegral_div_log_tendsto.comp hd
  -- the finite slope only shifts the logarithm by a bounded amount
  have hR := ((hs.log hc).div_atTop hL).const_sub 1
  have hprod := hI.mul hR
  rw [sub_zero, mul_one] at hprod
  refine hprod.congr' ?_
  filter_upwards [hne, self_mem_nhdsWithin, hL.eventually_gt_atTop 0,
    hD.eventually_gt_atTop 0] with K hK hKc h1 h2
  have hlog : log (isingComplement K / (K - criticalCoupling))
      = log (1 / |K - criticalCoupling|) - log (1 / |isingComplement K|) := by
    rw [Real.log_div hK (sub_ne_zero.2 hKc), one_div, one_div, Real.log_inv, Real.log_inv,
      Real.log_abs, Real.log_abs]
    ring
  rw [hlog, ellipticK_isingModulus, sub_div, div_self h1.ne', sub_sub_cancel,
    ← mul_div_assoc, div_mul_cancel₀ _ h2.ne']

end

end OnsagerLogSingularity
```

```lean
#print axioms OnsagerLogSingularity.ellipticK_ising_log_singularity
```

```
'OnsagerLogSingularity.ellipticK_ising_log_singularity' depends on axioms: [propext, Classical.choice, Quot.sound]
```

At fixed J, K is a smooth function of T with nonzero slope at the critical temperature Tc, so the same argument gives limit 1 with |T/Tc − 1| in place of |K − Kc|; this variant is not formalised here. In the specific heat of the infinite lattice, the logarithm, times a finite prefactor, is the leading behaviour close to Tc; a simulation of a finite lattice shows a rounded peak instead.
